# Orbitals with positive density on a closed interval reach the Weizsaecker energy only as constant multiples of \(\sqrt n\)

Suppose the kinetic energy of several fermions is found to equal the Weizsaecker energy of their density. Without further argument, this says nothing about the orbitals: a deficit in one region might cancel a surplus in another, and fermions in different orbitals might look energetically like particles sharing one. For continuously differentiable real orbitals on a closed interval where the density stays positive, neither can happen.

## The two energies

Take finitely many real orbitals \(f_i\) on \([a,b]\), with \(a<b\), in units \(\hbar=m=1\). Their density and energies are

\[
n=\sum_i f_i^2,\qquad T=\int_a^b\sum_i\frac{f_i'^2}{2}\,dx,\qquad T_W=\int_a^b\frac{n'^2}{8n}\,dx .
\]

In orbital-free density functional theory, \(T-T_W\) is called the Pauli kinetic energy. The result says when it vanishes for non-interacting particles in one dimension whose real \(C^1\) orbitals have positive density throughout a closed interval.

## Equality and strict inequality

If every \(f_i\) is \(C^1\) on \([a,b]\) and \(n>0\) there, then \(T=T_W\) exactly when there are constants \(c_i\) with \(\sum_i c_i^2=1\) and \(f_i=c_i\sqrt n\) on \([a,b]\). Under the same hypotheses, if two of the orbitals are normalised and mutually orthogonal, then \(T_W<T\), whatever the other orbitals are.

In Lean, the finite type `ι` labels the orbitals, and `density`, `kinetic` and `weizsaecker` are \(n\), \(T\) and \(T_W\). The hypotheses `hab`, `hf` and `hn` state \(a<b\), the \(C^1\) property and positivity. The derivative `derivWithin` is taken inside the interval, so it is one-sided at the ends. The name `amplitude` means the ratio \(\varphi_i=f_i/\sqrt n\), not a probability amplitude.

The kinetic energy is in gradient form; the form with \(-f_i f_i''/2\) can differ by boundary terms. The equivalence assumes no normalisation. Spin enters only through the list of orbitals: two electrons of opposite spin in one spatial orbital appear as two equal entries, with \(c_i^2=1/2\) each, and equality holds.

Atoms and molecules lie outside these theorems. Their orbitals extend over three-dimensional space instead of a compact interval, and with point nuclei they can have cusps at the nuclei, where they are not continuously differentiable.

## The excess is a sum of squares

Write \(S=\sum_j f_jf_j'\), so that \(n'=2S\). The quotient rule gives

\[
\varphi_i'=\frac{f_i'}{\sqrt n}-\frac{f_i\,n'}{2n^{3/2}},
\qquad\text{so}\qquad
n\,\varphi_i'^2=\Bigl(f_i'-f_i\frac{S}{n}\Bigr)^2 .
\]

Summing over \(i\) and using \(\sum_i f_i^2=n\),

\[
n\sum_i\varphi_i'^2=\sum_i f_i'^2-\frac{2S^2}{n}+\frac{S^2}{n}=\sum_i f_i'^2-\frac{S^2}{n}.
\]

Since \(n'^2/(8n)=S^2/(2n)\), halving and integrating yields

\[
T=T_W+\int_a^b\frac n2\sum_i\varphi_i'^2\,dx .
\]

The last integrand is continuous and nonnegative. If \(T=T_W\), it vanishes everywhere, so each \(\varphi_i\) is a constant \(c_i\), and \(\sum_i c_i^2=\sum_i f_i^2/n=1\). Conversely, constant \(\varphi_i\) give zero excess.

Now let \(f_i\) and \(f_j\) be orthonormal and suppose \(T=T_W\). With \(M=\int_a^b n\,dx\), the overlap of orbitals \(k\) and \(l\) is \(c_kc_lM\). Hence \(c_i^2M=c_j^2M=1\) and \(c_ic_jM=0\). But \((c_ic_jM)^2=(c_i^2M)(c_j^2M)=1\), a contradiction. Since \(T\ge T_W\) always holds here, the inequality is strict.

## What a single node allows

A mistake that comes readily is to deduce \(\varphi_i'=0\) wherever \(n>0\) and then call \(\varphi_i\) constant. It is constant only on each stretch between nodes, and its value may jump across one.

The orbitals \(x^2\) and \(x|x|\) on \([-1,1]\) do this. They are \(C^1\), and orthogonal because their product is odd. Their density is \(2x^4\), and away from the origin both energy densities equal \(4x^2\), so \(T=T_W=8/3\). Multiplying both orbitals by \(\sqrt{5/2}\) normalises them and makes both energies \(20/3\). The second ratio \(\varphi_i\) jumps from \(-1/\sqrt2\) to \(1/\sqrt2\) at the origin. Positivity therefore cannot be relaxed to allow even one interior zero.

Zeros at the end points are another matter. The theorems exclude them, and with them a box with hard walls. A version requiring \(n>0\) only on the open interval would admit that box whenever its lowest orbital is occupied; the same argument should go through, with \(n'^2/(8n)\le\sum_i f_i'^2/2\) controlling the integrand near the walls, but that version would need its own formal proof.

## The complete Lean source

```lean
import Mathlib

open Set Topology

namespace WeizsaeckerRigidity

noncomputable section

variable {ι : Type*} [Fintype ι] {a b : ℝ} {f : ι → ℝ → ℝ}

/-- The particle density `n = ∑ f_i²` of a finite family of real orbitals. -/
def density (f : ι → ℝ → ℝ) (x : ℝ) : ℝ := ∑ i, f i x ^ 2

/-- The kinetic energy `∫ ∑ f_i'² / 2` of the orbitals on the interval `[a, b]`. -/
def kinetic (a b : ℝ) (f : ι → ℝ → ℝ) : ℝ :=
  ∫ x in a..b, ∑ i, derivWithin (f i) (Icc a b) x ^ 2 / 2

/-- The Weizsaecker energy `∫ n'² / (8 n)` on `[a, b]`, meant for densities that are
positive there except possibly at isolated points. -/
def weizsaecker (a b : ℝ) (n : ℝ → ℝ) : ℝ :=
  ∫ x in a..b, derivWithin n (Icc a b) x ^ 2 / (8 * n x)

/-- The amplitude `f_i / √n` of orbital `i` relative to the density, meant for points
where the density is positive. -/
def amplitude (f : ι → ℝ → ℝ) (i : ι) (x : ℝ) : ℝ := f i x / √(density f x)

/-- The density of continuously differentiable orbitals is continuously differentiable. -/
theorem contDiffOn_density (hf : ∀ i, ContDiffOn ℝ 1 (f i) (Icc a b)) :
    ContDiffOn ℝ 1 (density f) (Icc a b) := by
  show ContDiffOn ℝ 1 (fun x => ∑ i, f i x ^ 2) (Icc a b)
  exact ContDiffOn.sum fun i _ => (hf i).pow 2

/-- Where the density is positive, the amplitudes of continuously differentiable orbitals
are continuously differentiable. -/
theorem contDiffOn_amplitude (hf : ∀ i, ContDiffOn ℝ 1 (f i) (Icc a b))
    (hn : ∀ x ∈ Icc a b, 0 < density f x) (i : ι) :
    ContDiffOn ℝ 1 (amplitude f i) (Icc a b) :=
  (hf i).div ((contDiffOn_density hf).sqrt fun x hx => (hn x hx).ne')
    fun x hx => (Real.sqrt_pos.2 (hn x hx)).ne'

/-- For continuously differentiable orbitals, at a point of positive density, the kinetic
energy density is the Weizsaecker term plus `n/2` times the sum of the squared slopes of
the amplitudes. -/
theorem kinetic_density_split (hab : a < b) (hf : ∀ i, ContDiffOn ℝ 1 (f i) (Icc a b))
    {x : ℝ} (hx : x ∈ Icc a b) (hn : 0 < density f x) :
    ∑ i, derivWithin (f i) (Icc a b) x ^ 2 / 2 =
      derivWithin (density f) (Icc a b) x ^ 2 / (8 * density f x) +
        density f x / 2 * ∑ i, derivWithin (amplitude f i) (Icc a b) x ^ 2 := by
  have hU := uniqueDiffOn_Icc hab x hx
  have hD : ∀ i, HasDerivWithinAt (f i) (derivWithin (f i) (Icc a b) x) (Icc a b) x :=
    fun i => ((hf i).differentiableOn (by norm_num) x hx).hasDerivWithinAt
  generalize hd : (fun i => derivWithin (f i) (Icc a b) x) = d
  have hdi : ∀ i, derivWithin (f i) (Icc a b) x = d i := fun i => congrFun hd i
  simp only [hdi] at hD ⊢
  -- the slope of the density is `2 ∑ f_i f_i'`
  have hN : HasDerivWithinAt (density f) (2 * ∑ i, f i x * d i) (Icc a b) x := by
    have e : density f = fun y => ∑ i, f i y * f i y := by
      funext y
      simp only [density, sq]
    have h : HasDerivWithinAt (fun y => ∑ i, f i y * f i y)
        (∑ i, (d i * f i x + f i x * d i)) (Icc a b) x :=
      HasDerivWithinAt.fun_sum fun i _ => (hD i).mul (hD i)
    rw [e]
    refine h.congr_deriv ?_
    rw [Finset.mul_sum]
    exact Finset.sum_congr rfl fun i _ => by ring
  have hr : √(density f x) ≠ 0 := (Real.sqrt_pos.2 hn).ne'
  have alg : ∀ r p q s : ℝ, r ≠ 0 →
      r ^ 2 * ((p * r - q * (2 * s / (2 * r))) / r ^ 2) ^ 2 = (p - q * (s / r ^ 2)) ^ 2 := by
    intro r p q s h
    field_simp
  -- the slope of each amplitude, from the quotient rule
  have hA : ∀ i, density f x * derivWithin (amplitude f i) (Icc a b) x ^ 2 =
      (d i - f i x * ((∑ j, f j x * d j) / density f x)) ^ 2 := by
    intro i
    have h : HasDerivWithinAt (amplitude f i) _ (Icc a b) x :=
      (hD i).fun_div (hN.sqrt hn.ne') hr
    have h2 := alg _ (d i) (f i x) (∑ j, f j x * d j) hr
    rw [h.derivWithin hU]
    rwa [Real.sq_sqrt hn.le] at h2 ⊢
  have expand : ∀ t : ℝ, ∑ i, (d i - f i x * t) ^ 2 =
      ∑ i, d i ^ 2 - 2 * t * ∑ i, f i x * d i + t ^ 2 * density f x := by
    intro t
    simp only [density, Finset.mul_sum, ← Finset.sum_sub_distrib, ← Finset.sum_add_distrib]
    exact Finset.sum_congr rfl fun i _ => by ring
  have hS : density f x * ∑ i, derivWithin (amplitude f i) (Icc a b) x ^ 2 = _ :=
    (Finset.mul_sum _ _ _).trans
      ((Finset.sum_congr rfl fun i _ => hA i).trans (expand _))
  rw [hN.derivWithin hU, ← Finset.sum_div]
  generalize (∑ i, f i x * d i) = S at hS ⊢
  have e1 : (2 * S) ^ 2 / (8 * density f x) = S / density f x * S / 2 := by
    field_simp
    ring
  have e2 : (S / density f x) ^ 2 * density f x = S / density f x * S := by
    field_simp
  linear_combination -hS / 2 - e1 - e2 / 2

/-- The excess `(n/2) ∑ ((f_i/√n)')²` is continuous for continuously differentiable
orbitals with positive density. -/
theorem continuousOn_excess (hab : a < b) (hf : ∀ i, ContDiffOn ℝ 1 (f i) (Icc a b))
    (hn : ∀ x ∈ Icc a b, 0 < density f x) :
    ContinuousOn (fun x => density f x / 2 *
      ∑ i, derivWithin (amplitude f i) (Icc a b) x ^ 2) (Icc a b) :=
  ((contDiffOn_density hf).continuousOn.div_const 2).mul
    (continuousOn_finsetSum _ fun i _ =>
      ((contDiffOn_amplitude hf hn i).continuousOn_derivWithin
        (uniqueDiffOn_Icc hab) le_rfl).pow 2)

/-- For continuously differentiable orbitals with positive density, the kinetic energy
equals the Weizsaecker energy plus `∫ (n/2) ∑ ((f_i/√n)')²`. -/
theorem kinetic_eq_weizsaecker_add (hab : a < b)
    (hf : ∀ i, ContDiffOn ℝ 1 (f i) (Icc a b)) (hn : ∀ x ∈ Icc a b, 0 < density f x) :
    kinetic a b f = weizsaecker a b (density f) +
      ∫ x in a..b, density f x / 2 *
        ∑ i, derivWithin (amplitude f i) (Icc a b) x ^ 2 := by
  have hc := contDiffOn_density hf
  have hW : ContinuousOn (fun x => derivWithin (density f) (Icc a b) x ^ 2 /
      (8 * density f x)) (Icc a b) :=
    ((hc.continuousOn_derivWithin (uniqueDiffOn_Icc hab) le_rfl).pow 2).div
      (continuousOn_const.mul hc.continuousOn)
      fun x hx => (mul_pos (by norm_num) (hn x hx)).ne'
  unfold kinetic weizsaecker
  rw [← intervalIntegral.integral_add (hW.intervalIntegrable_of_Icc hab.le)
    ((continuousOn_excess hab hf hn).intervalIntegrable_of_Icc hab.le)]
  refine intervalIntegral.integral_congr fun x hx => ?_
  rw [uIcc_of_le hab.le] at hx
  exact kinetic_density_split hab hf hx (hn x hx)

/-- Rigidity: continuously differentiable orbitals with positive density on `[a, b]` have
kinetic energy equal to the Weizsaecker energy exactly when every orbital is a constant
multiple `c_i √n` of the root of the density, with `∑ c_i² = 1`. -/
theorem kinetic_eq_weizsaecker_iff (hab : a < b)
    (hf : ∀ i, ContDiffOn ℝ 1 (f i) (Icc a b)) (hn : ∀ x ∈ Icc a b, 0 < density f x) :
    kinetic a b f = weizsaecker a b (density f) ↔
      ∃ c : ι → ℝ, ∑ i, c i ^ 2 = 1 ∧
        ∀ i, ∀ x ∈ Icc a b, f i x = c i * √(density f x) := by
  have hr : ∀ x ∈ Icc a b, √(density f x) ≠ 0 := fun x hx => (Real.sqrt_pos.2 (hn x hx)).ne'
  rw [kinetic_eq_weizsaecker_add hab hf hn, add_eq_left]
  constructor
  · intro h0
    -- a continuous nonnegative excess with zero integral vanishes everywhere
    have hz : ∀ i, ∀ x ∈ Icc a b, derivWithin (amplitude f i) (Icc a b) x = 0 := by
      intro i x hx
      by_contra hne
      refine (intervalIntegral.integral_pos hab (continuousOn_excess hab hf hn)
        (fun y hy => ?_) ⟨x, hx, ?_⟩).ne' h0
      · exact mul_nonneg (half_pos (hn y (Ioc_subset_Icc_self hy))).le
          (Finset.sum_nonneg fun j _ => sq_nonneg _)
      · exact mul_pos (half_pos (hn x hx)) (Finset.sum_pos' (fun j _ => sq_nonneg _)
          ⟨i, Finset.mem_univ i, by positivity⟩)
    have ha : a ∈ Icc a b := left_mem_Icc.2 hab.le
    refine ⟨fun i => amplitude f i a, ?_, fun i x hx => ?_⟩
    · simp only [amplitude, div_pow, Real.sq_sqrt (hn a ha).le]
      rw [← Finset.sum_div]
      exact div_self (hn a ha).ne'
    · have h := constant_of_derivWithin_zero
        ((contDiffOn_amplitude hf hn i).differentiableOn (by norm_num))
        (fun y hy => hz i y (Ico_subset_Icc_self hy)) x hx
      exact (div_eq_iff (hr x hx)).1 h
  · rintro ⟨c, -, hc⟩
    -- constant amplitudes have no slope
    have hA : ∀ i, ∀ x ∈ Icc a b, amplitude f i x = c i := fun i x hx =>
      (div_eq_iff (hr x hx)).2 (hc i x hx)
    rw [← intervalIntegral.integral_zero (a := a) (b := b) (μ := MeasureTheory.volume)]
    refine intervalIntegral.integral_congr fun x hx => ?_
    rw [uIcc_of_le hab.le] at hx
    have hz : ∀ i, derivWithin (amplitude f i) (Icc a b) x = 0 := fun i =>
      ((hasDerivWithinAt_const x (Icc a b) (c i)).congr (hA i) (hA i x hx)).derivWithin
        (uniqueDiffOn_Icc hab x hx)
    simp [hz]

/-- If continuously differentiable orbitals with positive density include two that are
normalised and mutually orthogonal, the kinetic energy strictly exceeds the Weizsaecker
energy. -/
theorem weizsaecker_lt_kinetic (hab : a < b)
    (hf : ∀ i, ContDiffOn ℝ 1 (f i) (Icc a b)) (hn : ∀ x ∈ Icc a b, 0 < density f x)
    {i j : ι} (hi : ∫ x in a..b, f i x * f i x = 1) (hj : ∫ x in a..b, f j x * f j x = 1)
    (hij : ∫ x in a..b, f i x * f j x = 0) :
    weizsaecker a b (density f) < kinetic a b f := by
  refine lt_of_le_of_ne ?_ fun h => ?_
  · rw [kinetic_eq_weizsaecker_add hab hf hn]
    exact le_add_of_nonneg_right (intervalIntegral.integral_nonneg hab.le fun x hx =>
      mul_nonneg (half_pos (hn x hx)).le (Finset.sum_nonneg fun k _ => sq_nonneg _))
  · obtain ⟨c, -, hc⟩ := (kinetic_eq_weizsaecker_iff hab hf hn).1 h.symm
    -- proportional orbitals have overlaps `c_k c_l ∫ n`
    have hI : ∀ k l, ∫ x in a..b, f k x * f l x = c k * c l * ∫ x in a..b, density f x := by
      intro k l
      rw [← intervalIntegral.integral_const_mul]
      refine intervalIntegral.integral_congr fun x hx => ?_
      rw [uIcc_of_le hab.le] at hx
      show f k x * f l x = c k * c l * density f x
      rw [hc k x hx, hc l x hx]
      linear_combination c k * c l * Real.mul_self_sqrt (hn x hx).le
    rw [hI] at hi hj hij
    generalize (∫ x in a..b, density f x) = M at hi hj hij
    have : (1 : ℝ) = 0 := by
      linear_combination (c i * c j * M) * hij - (c j * c j * M) * hi - hj
    exact one_ne_zero this

/-- The two orbitals `x²` and `x|x|`, which share a node at the origin. -/
def nodalPair : Fin 2 → ℝ → ℝ := ![fun x => x ^ 2, fun x => x * |x|]

/-- The function `x|x|` has slope `2|x|` everywhere. -/
theorem hasDerivAt_mul_abs (x : ℝ) : HasDerivAt (fun y : ℝ => y * |y|) (2 * |x|) x := by
  rcases lt_trichotomy x 0 with h | h | h
  · exact ((hasDerivAt_id' x).fun_mul (hasDerivAt_abs_neg h)).congr_deriv
      (by rw [abs_of_neg h]; ring)
  · subst h
    have h0 : (fun y : ℝ => y * |y|) =o[𝓝 0] fun y : ℝ => y * (1 : ℝ) :=
      (Asymptotics.isBigO_refl _ _).mul_isLittleO ((Asymptotics.isLittleO_one_iff ℝ).2
        (by simpa using continuous_abs.tendsto (0 : ℝ)))
    rw [hasDerivAt_iff_isLittleO_nhds_zero]
    simpa using h0
  · exact ((hasDerivAt_id' x).fun_mul (hasDerivAt_abs_pos h)).congr_deriv
      (by rw [abs_of_pos h]; ring)

/-- On `[-1, 1]` the orbitals `x²` and `x|x|` are continuously differentiable and
orthogonal, and their kinetic energy equals the Weizsaecker energy of their density. -/
theorem nodalPair_attains_equality :
    (∀ i, ContDiff ℝ 1 (nodalPair i)) ∧
      ∫ x in (-1 : ℝ)..1, nodalPair 0 x * nodalPair 1 x = 0 ∧
      kinetic (-1) 1 nodalPair = weizsaecker (-1) 1 (density nodalPair) := by
  refine ⟨fun i => ?_, ?_, ?_⟩
  · fin_cases i
    · show ContDiff ℝ 1 (fun x : ℝ => x ^ 2)
      exact contDiff_id.pow 2
    · show ContDiff ℝ 1 (fun x : ℝ => x * |x|)
      have e : deriv (fun x : ℝ => x * |x|) = fun x => 2 * |x| :=
        funext fun x => (hasDerivAt_mul_abs x).deriv
      rw [contDiff_one_iff_deriv, e]
      exact ⟨fun x => (hasDerivAt_mul_abs x).differentiableAt,
        continuous_const.mul continuous_abs⟩
  · -- the overlap integrand is odd
    show ∫ x in (-1 : ℝ)..1, x ^ 2 * (x * |x|) = 0
    have h := intervalIntegral.integral_comp_neg (a := -1) (b := 1)
      (fun x : ℝ => x ^ 2 * (x * |x|))
    have odd : ∀ x : ℝ, (-x) ^ 2 * (-x * |-x|) = -(x ^ 2 * (x * |x|)) := by
      intro x
      rw [abs_neg]
      ring
    simp only [odd, intervalIntegral.integral_neg, neg_neg] at h
    linarith
  · have hd : density nodalPair = fun y => 2 * y ^ 4 := by
      funext y
      show ∑ i, nodalPair i y ^ 2 = 2 * y ^ 4
      rw [Fin.sum_univ_two]
      show (y ^ 2) ^ 2 + (y * |y|) ^ 2 = 2 * y ^ 4
      rw [mul_pow, sq_abs]
      ring
    rw [hd]
    refine intervalIntegral.integral_congr fun x hx => ?_
    rw [uIcc_of_le (by norm_num)] at hx
    have hU := uniqueDiffOn_Icc (show (-1 : ℝ) < 1 by norm_num) x hx
    have h0 : HasDerivAt (nodalPair 0) (2 * x) x :=
      (hasDerivAt_pow 2 x).congr_deriv (by norm_num)
    have h1 : HasDerivAt (nodalPair 1) (2 * |x|) x := hasDerivAt_mul_abs x
    have h2 : HasDerivAt (fun y : ℝ => 2 * y ^ 4) (8 * x ^ 3) x :=
      ((hasDerivAt_pow 4 x).const_mul 2).congr_deriv (by norm_num; ring)
    simp only [Fin.sum_univ_two, h0.hasDerivWithinAt.derivWithin hU,
      h1.hasDerivWithinAt.derivWithin hU, h2.hasDerivWithinAt.derivWithin hU,
      mul_pow, sq_abs]
    by_cases hx0 : x = 0
    · simp [hx0]
    · field_simp
      norm_num

end

end WeizsaeckerRigidity
```

```lean
#print axioms WeizsaeckerRigidity.kinetic_eq_weizsaecker_iff
#print axioms WeizsaeckerRigidity.weizsaecker_lt_kinetic
#print axioms WeizsaeckerRigidity.nodalPair_attains_equality
```

```
'WeizsaeckerRigidity.kinetic_eq_weizsaecker_iff' depends on axioms: [propext, Classical.choice, Quot.sound]
'WeizsaeckerRigidity.weizsaecker_lt_kinetic' depends on axioms: [propext, Classical.choice, Quot.sound]
'WeizsaeckerRigidity.nodalPair_attains_equality' depends on axioms: [propext, Classical.choice, Quot.sound]
```

## From the pointwise identity to rigidity

`contDiffOn_density` and `contDiffOn_amplitude` supply the continuous differentiability of \(n\) and \(\varphi_i\); the second uses positivity for the square root and the quotient.

`kinetic_density_split` is the pointwise identity. Inside it, `hN` is \(n'=2S\), `hA` is the squared quotient rule, and `expand` multiplies out the sum of squares with \(t\) in place of \(S/n\). The closing `linear_combination` assembles these as in the calculation above.

`continuousOn_excess` gives the continuity of the excess. `kinetic_eq_weizsaecker_add` proves that of the Weizsaecker term as `hW`, and then integrates the identity term by term.

In `kinetic_eq_weizsaecker_iff`, a nonzero slope at any point would make the excess integral positive, by `intervalIntegral.integral_pos`. So all slopes vanish, and `constant_of_derivWithin_zero` makes each ratio equal to its value at `a`, which serves as \(c_i\). The converse differentiates constants.

`weizsaecker_lt_kinetic` first proves \(T_W\le T\), then excludes equality: `hI` computes the overlaps, and a `linear_combination` of the three orthonormality conditions gives \(1=0\).

For the nodal pair, `hasDerivAt_mul_abs` finds the slope \(2|x|\) of \(x|x|\), treating the origin separately from the definition of the derivative. `nodalPair_attains_equality` then proves that both orbitals are continuously differentiable, gets the zero overlap from the reflection \(x\mapsto-x\), and compares the energy integrands point by point. At the origin Lean evaluates \(0/0\) as \(0\), which agrees with the kinetic side; a single point would not affect the integral in any case.
